# Termination ripples from the distances nπ/Qm vanish at each other's centres

Scattering data stop at a largest wavevector Qm. In the pair distribution function computed from them, a single sharp interatomic distance acquires ripples on both sides, and a code that ignores the cutoff can report those ripples as neighbour shells. The ripple profile has a closed form, and for a structure function that is a finite sine series it also shows which distances carry the amplitudes undisturbed.

## The ripple profile and its values on the grid

Let F(Q) be the structure function, commonly Q[S(Q) − 1] with S(Q) the structure factor. Its truncated transform at distance r is

G(r) = (2/π) ∫₀^Qm F(Q) sin(Qr) dQ.

Write sinc x = sin x / x, with sinc 0 = 1, and define the ripple profile of a distance r₀ by

K(r, r₀) = sinc(Qm(r − r₀)) − sinc(Qm(r + r₀)).

For all real r and r₀,

∫₀^Qm sin(Qr₀) sin(Qr) dQ = (Qm/2) K(r, r₀).

Now take Qm > 0, grid distances rₙ = nπ/Qm, and F(Q) = Σ cₙ sin(nπQ/Qm) with n = 1, …, M. Then

G(rₘ) = cₘ Qm/π for 1 ≤ m ≤ M, and G(rₘ) = 0 for m > M.

## Matching the cutoff and choosing the r spacing

A code that compares a simulated G(r) with a measured one can use K to give the simulated distances the same cutoff: a term c sin(Qr₀) in F contributes (c Qm/π) K(r, r₀) to G(r). The sinc form stays finite at r = r₀, where the quotient sin(Qm(r − r₀))/(r − r₀) would be evaluated as 0/0.

For structure functions that are finite sine series of the above kind, the values of G at spacing π/Qm fix the whole curve, so a finer output grid interpolates and adds no independent data.

## From a cosine integral to the sampling formula

For a ≠ 0, the antiderivative of cos(Qa) in Q is sin(Qa)/a. For a = 0 the integrand is 1. Both cases are contained in

∫₀^Qm cos(Qa) dQ = Qm sinc(Qm a).

The product-to-sum identity is

sin(Qr₀) sin(Qr) = ½ [cos(Q(r − r₀)) − cos(Q(r + r₀))].

Integrating the two cosines with a = r − r₀ and a = r + r₀ gives (Qm/2) K(r, r₀). If r ≠ r₀ and r ≠ −r₀, this can be written as

½ [sin(Qm(r − r₀))/(r − r₀) − sin(Qm(r + r₀))/(r + r₀)].

On the grid, the arguments of the two sinc functions are (m − n)π and (m + n)π. Since sin(kπ) = 0 for every integer k, sinc(kπ) vanishes unless k = 0. For m ≥ 1 and n ≥ 0 the sum m + n is never zero, so

K(rₘ, rₙ) = 1 if n = m, and 0 otherwise.

Because nπQ/Qm = Qrₙ, each term of F is a sine wave belonging to a grid distance. Integrating the finite sum term by term gives, at every r,

G(r) = Σ (cₙ Qm/π) K(r, rₙ).

At r = rₘ only the term n = m survives, provided that m ≤ M; for m > M none does. Hence cₙ = (π/Qm) G(rₙ) for n = 1, …, M, and substituting this back yields

G(r) = Σ G(rₙ) K(r, rₙ),

F(Q) = Σ (π/Qm) G(rₙ) sin(Qrₙ).

The smallest nontrivial case is M = 1. Away from Qm r = ±π, the two sinc terms combine to

G(r) = 2c₁ Qm sin(Qm r) / (π² − (Qm r)²).

Its limit at r = π/Qm is c₁ Qm/π, and it vanishes at 2π/Qm, 3π/Qm and so on, while ripples remain between these points.

## The Lean file

```lean
import Mathlib

open Real

namespace TruncatedPairDistribution

noncomputable section

/-- The sine transform of a structure function `F` cut off at the largest measured
wavevector `Qm`, evaluated at the distance `r`. -/
def truncatedPDF (F : ℝ → ℝ) (Qm r : ℝ) : ℝ :=
  2 / π * ∫ Q in (0 : ℝ)..Qm, F Q * Real.sin (Q * r)

/-- The termination-ripple profile at `r` of a single distance `r0` for the cutoff `Qm`. -/
def rippleKernel (Qm r r0 : ℝ) : ℝ :=
  Real.sinc (Qm * (r - r0)) - Real.sinc (Qm * (r + r0))

/-- The grid distance `n π / Qm`, for `Qm ≠ 0`. -/
def gridPoint (Qm : ℝ) (n : ℕ) : ℝ := n * π / Qm

/-- A structure function made of the sine waves `sin (n π Q / Qm)`, `n = 1, ..., M`,
with amplitudes `c n`, for `Qm ≠ 0`. -/
def sineSeries (c : ℕ → ℝ) (M : ℕ) (Qm Q : ℝ) : ℝ :=
  ∑ n ∈ Finset.Icc 1 M, c n * Real.sin (n * π * Q / Qm)

/-- The integral of the cosine wave `cos (Q * a)` over the measured window is `Qm` times the sinc of
`Qm * a`. -/
theorem integral_cos_window (Qm a : ℝ) :
    ∫ Q in (0 : ℝ)..Qm, Real.cos (Q * a) = Qm * Real.sinc (Qm * a) := by
  by_cases ha : a = 0
  · simp [ha]
  by_cases hL : Qm = 0
  · simp [hL]
  have hd : ∀ Q ∈ Set.uIcc 0 Qm,
      HasDerivAt (fun Q : ℝ => Real.sin (Q * a) / a) (Real.cos (Q * a)) Q := by
    intro Q _
    have h := (((hasDerivAt_id' Q).mul_const a).sin).div_const a
    exact h.congr_deriv (by field_simp)
  have hi : IntervalIntegrable (fun Q : ℝ => Real.cos (Q * a)) MeasureTheory.volume 0 Qm :=
    Continuous.intervalIntegrable (by fun_prop) _ _
  rw [intervalIntegral.integral_eq_sub_of_hasDerivAt hd hi,
    Real.sinc_of_ne_zero (mul_ne_zero hL ha)]
  simp only [zero_mul, Real.sin_zero, zero_div, sub_zero]
  field_simp

/-- The overlap of two sine waves over the measured window is `Qm / 2` times the
termination-ripple profile, for all distances `r` and `r0`. -/
theorem integral_sin_mul_sin (Qm r r0 : ℝ) :
    ∫ Q in (0 : ℝ)..Qm, Real.sin (Q * r0) * Real.sin (Q * r)
      = Qm / 2 * rippleKernel Qm r r0 := by
  -- product-to-sum identity
  have h : ∀ Q : ℝ, Real.sin (Q * r0) * Real.sin (Q * r)
      = 1 / 2 * (Real.cos (Q * (r - r0)) - Real.cos (Q * (r + r0))) := by
    intro Q
    have e1 : Q * (r - r0) = Q * r - Q * r0 := by ring
    have e2 : Q * (r + r0) = Q * r + Q * r0 := by ring
    rw [e1, e2, Real.cos_sub, Real.cos_add]
    ring
  have hi : ∀ a : ℝ,
      IntervalIntegrable (fun Q : ℝ => Real.cos (Q * a)) MeasureTheory.volume 0 Qm :=
    fun a => Continuous.intervalIntegrable (by fun_prop) _ _
  simp only [h]
  rw [intervalIntegral.integral_const_mul, intervalIntegral.integral_sub (hi _) (hi _),
    integral_cos_window, integral_cos_window]
  unfold rippleKernel
  ring

/-- Away from `r = r0` and `r = -r0`, the overlap integral is half the difference of two
ripples, centred at `r0` and at `-r0`. -/
theorem integral_sin_mul_sin_of_ne (Qm : ℝ) {r r0 : ℝ} (h1 : r ≠ r0) (h2 : r ≠ -r0) :
    ∫ Q in (0 : ℝ)..Qm, Real.sin (Q * r0) * Real.sin (Q * r)
      = 1 / 2 * (Real.sin (Qm * (r - r0)) / (r - r0)
          - Real.sin (Qm * (r + r0)) / (r + r0)) := by
  have k : ∀ a : ℝ, a ≠ 0 → Qm * Real.sinc (Qm * a) = Real.sin (Qm * a) / a := by
    intro a ha
    by_cases hL : Qm = 0
    · simp [hL]
    rw [Real.sinc_of_ne_zero (mul_ne_zero hL ha)]
    field_simp
  have h3 : r + r0 ≠ 0 := fun h => h2 (eq_neg_of_add_eq_zero_left h)
  rw [integral_sin_mul_sin]
  unfold rippleKernel
  linear_combination (1 / 2) * k _ (sub_ne_zero.2 h1) - (1 / 2) * k _ h3

/-- If `Qm r = m π` with `m ≥ 1`, then the cutoff is nonzero and `r` is the `m`-th
grid distance. -/
theorem eq_gridPoint {Qm r : ℝ} {m : ℕ} (hm : 1 ≤ m) (hr : Qm * r = m * π) :
    Qm ≠ 0 ∧ r = gridPoint Qm m := by
  have hpos : (0 : ℝ) < m * π := mul_pos (by exact_mod_cast hm) Real.pi_pos
  have hQ : Qm ≠ 0 := by
    rintro rfl
    rw [zero_mul] at hr
    exact hpos.ne hr
  refine ⟨hQ, ?_⟩
  unfold gridPoint
  rw [eq_div_iff hQ]
  linear_combination hr

/-- At the `m`-th grid distance with `m ≥ 1`, the ripple profile of the `n`-th grid distance is one
if `n = m` and zero otherwise. -/
theorem rippleKernel_grid {Qm r : ℝ} {m : ℕ} (hm : 1 ≤ m) (hr : Qm * r = m * π) (n : ℕ) :
    rippleKernel Qm r (gridPoint Qm n) = if n = m then 1 else 0 := by
  have hQ := (eq_gridPoint hm hr).1
  have hn : Qm * gridPoint Qm n = n * π := by
    unfold gridPoint
    field_simp
  -- sinc vanishes at the nonzero multiples of π
  have hs : ∀ k : ℤ, k ≠ 0 → Real.sinc ((k : ℝ) * π) = 0 := by
    intro k hk
    rw [Real.sinc_of_ne_zero (mul_ne_zero (Int.cast_ne_zero.2 hk) Real.pi_ne_zero),
      Real.sin_int_mul_pi, zero_div]
  have e1 : Qm * (r - gridPoint Qm n) = (((m : ℤ) - (n : ℤ) : ℤ) : ℝ) * π := by
    push_cast
    linear_combination hr - hn
  have e2 : Qm * (r + gridPoint Qm n) = (((m : ℤ) + (n : ℤ) : ℤ) : ℝ) * π := by
    push_cast
    linear_combination hr + hn
  unfold rippleKernel
  rw [e1, e2, hs ((m : ℤ) + (n : ℤ)) (by omega), sub_zero]
  split_ifs with h
  · subst h
    simp
  · exact hs _ (by omega)

/-- The truncated transform of a sine series is, at every distance, a sum of ripple
profiles centred on the grid, with weights `c n * Qm / π`. -/
theorem truncatedPDF_sineSeries (c : ℕ → ℝ) (M : ℕ) (Qm r : ℝ) :
    truncatedPDF (sineSeries c M Qm) Qm r
      = ∑ n ∈ Finset.Icc 1 M, c n * Qm / π * rippleKernel Qm r (gridPoint Qm n) := by
  have h : ∀ Q : ℝ, sineSeries c M Qm Q * Real.sin (Q * r)
      = ∑ n ∈ Finset.Icc 1 M,
          c n * (Real.sin (Q * gridPoint Qm n) * Real.sin (Q * r)) := by
    intro Q
    unfold sineSeries gridPoint
    rw [Finset.sum_mul]
    refine Finset.sum_congr rfl fun n _ => ?_
    rw [show (n : ℝ) * π * Q / Qm = Q * (n * π / Qm) by ring]
    ring
  unfold truncatedPDF
  simp only [h]
  -- integrate term by term
  rw [intervalIntegral.integral_finsetSum, Finset.mul_sum]
  · refine Finset.sum_congr rfl fun n _ => ?_
    rw [intervalIntegral.integral_const_mul, integral_sin_mul_sin]
    ring
  · intro n _
    exact Continuous.intervalIntegrable (by fun_prop) _ _

/-- At the distance `r` with `Qm r = m π`, `1 ≤ m ≤ M`, the truncated transform of the
sine series equals `c m * Qm / π`. -/
theorem truncatedPDF_at_grid (c : ℕ → ℝ) {M m : ℕ} {Qm r : ℝ} (hm : 1 ≤ m) (hM : m ≤ M)
    (hr : Qm * r = m * π) :
    truncatedPDF (sineSeries c M Qm) Qm r = c m * Qm / π := by
  rw [truncatedPDF_sineSeries]
  simp only [rippleKernel_grid hm hr, mul_ite, mul_one, mul_zero, Finset.sum_ite_eq',
    Finset.mem_Icc]
  exact if_pos ⟨hm, hM⟩

/-- At the grid distances beyond the `M`-th, the truncated transform of the sine series
vanishes. -/
theorem truncatedPDF_beyond_grid (c : ℕ → ℝ) {M m : ℕ} {Qm r : ℝ} (hM : M < m)
    (hr : Qm * r = m * π) :
    truncatedPDF (sineSeries c M Qm) Qm r = 0 := by
  have hm : 1 ≤ m := by omega
  rw [truncatedPDF_sineSeries]
  simp only [rippleKernel_grid hm hr, mul_ite, mul_one, mul_zero, Finset.sum_ite_eq',
    Finset.mem_Icc]
  exact if_neg (by omega)

/-- Sampling formula: the truncated transform of the sine series at any distance `r` is
the sum of its values at the grid distances `x n`, weighted by the ripple profiles. -/
theorem truncatedPDF_sampling (c : ℕ → ℝ) (M : ℕ) {Qm : ℝ} {x : ℕ → ℝ}
    (hx : ∀ n, Qm * x n = n * π) (r : ℝ) :
    truncatedPDF (sineSeries c M Qm) Qm r
      = ∑ n ∈ Finset.Icc 1 M,
          truncatedPDF (sineSeries c M Qm) Qm (x n) * rippleKernel Qm r (x n) := by
  rw [truncatedPDF_sineSeries c M Qm r]
  refine Finset.sum_congr rfl fun n hn => ?_
  obtain ⟨h1, h2⟩ := Finset.mem_Icc.1 hn
  rw [truncatedPDF_at_grid c h1 h2 (hx n), (eq_gridPoint h1 (hx n)).2]

/-- The sine series is recovered at every wavevector `Q` from the values of its truncated
transform at the first `M` grid distances `x n`. -/
theorem sineSeries_recovery (c : ℕ → ℝ) (M : ℕ) {Qm : ℝ} {x : ℕ → ℝ}
    (hx : ∀ n, Qm * x n = n * π) (Q : ℝ) :
    sineSeries c M Qm Q
      = ∑ n ∈ Finset.Icc 1 M,
          π / Qm * truncatedPDF (sineSeries c M Qm) Qm (x n) * Real.sin (Q * x n) := by
  rw [sineSeries]
  refine Finset.sum_congr rfl fun n hn => ?_
  obtain ⟨h1, h2⟩ := Finset.mem_Icc.1 hn
  obtain ⟨hQ, hxn⟩ := eq_gridPoint h1 (hx n)
  have hpi : π ≠ 0 := Real.pi_ne_zero
  have k : π / Qm * (c n * Qm / π) = c n := by field_simp
  have e : (n : ℝ) * π * Q / Qm = Q * (n * π / Qm) := by ring
  rw [truncatedPDF_at_grid c h1 h2 (hx n), hxn, gridPoint, k, e]

end

end TruncatedPairDistribution
```

```lean
#print axioms TruncatedPairDistribution.rippleKernel_grid
#print axioms TruncatedPairDistribution.truncatedPDF_beyond_grid
#print axioms TruncatedPairDistribution.truncatedPDF_sampling
#print axioms TruncatedPairDistribution.sineSeries_recovery
```

```
'TruncatedPairDistribution.rippleKernel_grid' depends on axioms: [propext, Classical.choice, Quot.sound]
'TruncatedPairDistribution.truncatedPDF_beyond_grid' depends on axioms: [propext, Classical.choice, Quot.sound]
'TruncatedPairDistribution.truncatedPDF_sampling' depends on axioms: [propext, Classical.choice, Quot.sound]
'TruncatedPairDistribution.sineSeries_recovery' depends on axioms: [propext, Classical.choice, Quot.sound]
```

## How the Lean statements and proofs follow the derivation

`truncatedPDF` is G, `rippleKernel Qm r r0` is K(r, r₀), `gridPoint` is rₙ and `sineSeries` is F. The amplitudes are a function `c : ℕ → ℝ`, of which only the entries 1 to M enter. The factor 2/π belongs to the definition of G, and `Real.sinc` is sin x / x, not sin(πx)/(πx).

The grid condition is written `Qm * r = m * π`. With m ≥ 1 it forces Qm ≠ 0 and r = rₘ, which is `eq_gridPoint`. In the last two theorems the sequence `x` satisfies this condition for every n, so it is the grid itself. The theorems also admit negative Qm; the physical case is Qm > 0.

`integral_cos_window` treats a = 0 and Qm = 0 separately and otherwise applies the fundamental theorem of calculus to sin(Qa)/a. `integral_sin_mul_sin` adds the product-to-sum identity, and `integral_sin_mul_sin_of_ne` turns the sinc functions into quotients.

`rippleKernel_grid` rewrites the two arguments as integer multiples of π; `omega` settles which integers are nonzero. `truncatedPDF_sineSeries` exchanges the integral with the finite sum. In `truncatedPDF_at_grid` and `truncatedPDF_beyond_grid`, simplification collapses that sum, leaving only the question whether m lies between 1 and M. `truncatedPDF_sampling` and `sineSeries_recovery` substitute the grid values back, term by term.

## Finite sine series, exact integrals

The overlap integral holds for any two distances, but the grid values, the sampling formula and the recovery of F are proved only for finite sine series. Every such F vanishes at Q = Qm, which measured data need not do. In particular, a single distance r₀ > 0 that is off the grid gives a sine wave sin(Qr₀) that is not of this kind, and its ripple profile is nonzero at every grid distance rₙ with n ≥ 1. The number of terms M is arbitrary, and for M = 0 both F and G are zero.

The integrals are exact and the arithmetic is real. Quadrature on a discrete set of wavevectors, rounding, noise and damping windows applied to F are not modelled. Nor does the file connect F to atomic positions: it enters as a given function of Q, and its identification with a structure function is the user's.
